# Perfect transfer in the half-plane Rudner model moves only the even edge sites, by two sites per period

On the sites $r=(x,y)\in\mathbb Z^2$ with $y\ge 0$, call a site even or odd according to $x+y$. A driving period has four steps with bond vectors
$$b_1=(1,0),\quad b_2=(0,1),\quad b_3=(-1,0),\quad b_4=(0,-1).$$
Step $n$ exchanges each even site $r$ with $r+b_n$ and fixes any site whose partner is absent. One period moves every even site with $y=0$ by $(2,0)$ and fixes every other site. When each exchange is made by switching on the same real hopping amplitude, between sites of zero energy, just long enough for one complete transfer, the moved amplitudes acquire a factor $-1$ and all others return unchanged.

In this clean half plane, a non-interacting particle that starts on an even edge site is thus carried one way along the edge, although the evolution over a full period is trivial away from the edge. The sublattice energy offset and the hopping-free fifth step of the Rudner model are left out here. No winding number is computed here, and robustness to disorder or imperfect pulses is not addressed.

## Following a site and its phase

An even site moves by $+b_n$, an odd one by $-b_n$, and each completed move changes the parity. There are three cases.

- Even, $y\ge1$: $(x,y)\to(x+1,y)\to(x+1,y-1)\to(x,y-1)\to(x,y)$.
- Odd, $y\ge0$: $(x,y)\to(x-1,y)\to(x-1,y+1)\to(x,y+1)\to(x,y)$.
- Even, $y=0$: $(x,0)\to(x+1,0)\to(x+1,0)\to(x+2,0)\to(x+2,0)$. Steps 2 and 4 would lead to $y=-1$, so the site waits.

The lowest case of the first kind is $(1,1)\to(2,1)\to(2,0)\to(1,0)\to(1,1)$: it touches the edge and still closes.

During a step, the amplitudes $u,v$ on a bonded pair obey $i\,u'=v$, $i\,v'=u$, where the prime is the derivative in $\theta$, the hopping strength times time with $\hbar=1$. The solution is
$$u(\theta)=\cos\theta\,u(0)-i\sin\theta\,v(0),$$
and likewise for $v$ with the roles exchanged. Indeed $u'=-\sin\theta\,u(0)-i\cos\theta\,v(0)=-i\,v(\theta)$. At $\theta=\pi/2$ each amplitude has crossed the bond with phase $-i$. Closed loops collect $(-i)^4=1$, and the edge path collects $(-i)^2=-1$.

For example, put amplitude $3/5$ on $(0,0)$ and $4i/5$ on $(1,0)$. After one period there is $-3/5$ on $(2,0)$ and $4i/5$ on $(1,0)$.

## Sites, bonds and the driving period in Lean

```lean
import Mathlib

namespace RudnerPerfectTransfer
```

The subtype `Site` carries the condition $y\ge0$, so sites below the edge do not exist.

```lean
/-- Lattice sites `(x, y)` of the half plane `y ≥ 0`. -/
abbrev Site := {r : ℤ × ℤ // 0 ≤ r.2}
```

`partner` computes the candidate position in the full plane; `step` accepts it only if it lies in the half plane.

```lean
/-- The partner of a site for bond vector `b`: even sites look along `b`, odd sites along `-b`. -/
def partner (b r : ℤ × ℤ) : ℤ × ℤ :=
  if Even (r.1 + r.2) then r + b else r - b

/-- One step with bond vector `b`: a site moves to its partner, or stays if the partner is absent.
-/
def step (b : ℤ × ℤ) (r : Site) : Site :=
  if h : 0 ≤ (partner b r.1).2 then ⟨partner b r.1, h⟩ else r
```

The innermost step in `cycle` acts first.

```lean
/-- One driving period: the steps with bonds right, up, left and down, in this order. -/
def cycle (r : Site) : Site :=
  step (0, -1) (step (-1, 0) (step (0, 1) (step (1, 0) r)))
```

## The site motion

Equality of sites is reduced to equality of coordinates, and a step is described by four alternatives: even or odd, partner present or absent.

```lean
/-- Two sites agree exactly when both coordinates agree. -/
theorem site_ext_iff (s t : Site) : s = t ↔ s.1.1 = t.1.1 ∧ s.1.2 = t.1.2 := by
  rw [Subtype.ext_iff, Prod.ext_iff]

/-- A step in coordinates, sorted by the parity of the site and the presence of its partner. -/
theorem step_cases (a b : ℤ) (r : Site) :
    ((r.1.1 + r.1.2) % 2 = 0 ∧ 0 ≤ r.1.2 + b ∧
      (step (a, b) r).1.1 = r.1.1 + a ∧ (step (a, b) r).1.2 = r.1.2 + b) ∨
    ((r.1.1 + r.1.2) % 2 = 0 ∧ r.1.2 + b < 0 ∧
      (step (a, b) r).1.1 = r.1.1 ∧ (step (a, b) r).1.2 = r.1.2) ∨
    ((r.1.1 + r.1.2) % 2 = 1 ∧ 0 ≤ r.1.2 - b ∧
      (step (a, b) r).1.1 = r.1.1 - a ∧ (step (a, b) r).1.2 = r.1.2 - b) ∨
    ((r.1.1 + r.1.2) % 2 = 1 ∧ r.1.2 - b < 0 ∧
      (step (a, b) r).1.1 = r.1.1 ∧ (step (a, b) r).1.2 = r.1.2) := by
  have hs : (step (a, b) r).1 =
      if 0 ≤ (partner (a, b) r.1).2 then partner (a, b) r.1 else r.1 := by
    unfold step
    split_ifs <;> rfl
  by_cases he : Even (r.1.1 + r.1.2)
  · have hp : partner (a, b) r.1 = (r.1.1 + a, r.1.2 + b) := by
      rw [partner, if_pos he]; rfl
    have he' := Int.even_iff.mp he
    rw [hp] at hs
    split_ifs at hs with h <;>
    · have h1 := congrArg Prod.fst hs
      have h2 := congrArg Prod.snd hs
      dsimp only at h h1 h2
      omega
  · have hp : partner (a, b) r.1 = (r.1.1 - a, r.1.2 - b) := by
      rw [partner, if_neg he]; rfl
    have he' := Int.not_even_iff.mp he
    rw [hp] at hs
    split_ifs at hs with h <;>
    · have h1 := congrArg Prod.fst hs
      have h2 := congrArg Prod.snd hs
      dsimp only at h h1 h2
      omega
```

With these alternatives, the integer-arithmetic tactic `omega` can do the case analysis. If $a+b$ is odd, the bond joins opposite parities, and the second application of a step reverses the first.

```lean
/-- A step along a bond joining sites of opposite parity is undone by repeating it. -/
theorem step_step (a b : ℤ) (hab : Odd (a + b)) (r : Site) :
    step (a, b) (step (a, b) r) = r := by
  have h := Int.odd_iff.mp hab
  have hr : 0 ≤ r.1.2 := r.2
  have h1 := step_cases a b r
  have h2 := step_cases a b (step (a, b) r)
  rw [site_ext_iff]
  omega
```

For the full period, the proof names the successive positions `s1` to `s4` and keeps only their coordinate relations. `omega` then discards the impossible branches, leaving the three paths above.

```lean
/-- One period moves the even sites of the edge `y = 0` by `(2, 0)` and fixes all other sites. -/
theorem cycle_eq (r : Site) :
    (cycle r).1 = if Even (r.1.1 + r.1.2) ∧ r.1.2 = 0 then r.1 + (2, 0) else r.1 := by
  have hr : 0 ≤ r.1.2 := r.2
  unfold cycle
  -- follow the site through the four steps
  have h0 := step_cases 1 0 r
  generalize step (1, 0) r = s1 at h0 ⊢
  have h1 := step_cases 0 1 s1
  generalize step (0, 1) s1 = s2 at h1 ⊢
  have h2 := step_cases (-1) 0 s2
  generalize step (-1, 0) s2 = s3 at h2 ⊢
  have h3 := step_cases 0 (-1) s3
  generalize step (0, -1) s3 = s4 at h3 ⊢
  split_ifs with he <;> rw [Int.even_iff] at he
  · refine Prod.ext ?_ ?_
    · change s4.1.1 = r.1.1 + 2
      omega
    · change s4.1.2 = r.1.2 + 0
      omega
  · refine Prod.ext ?_ ?_ <;> omega
```

Induction on the number of periods gives the displacement $2m$, including $m=0$; the site remains even and on the edge, so the same rule applies again.

```lean
/-- After `m` periods an even edge site has moved by `2 m` along the edge. -/
theorem edge_drift (m : ℕ) (r : Site) (he : Even (r.1.1 + r.1.2)) (hy : r.1.2 = 0) :
    (cycle^[m] r).1 = (r.1.1 + 2 * (m : ℤ), 0) := by
  induction m with
  | zero => refine Prod.ext ?_ ?_ <;> simp [hy]
  | succ m ih =>
    have hev : Even (r.1.1 + 2 * (m : ℤ) + 0) := by
      have h := Int.even_iff.mp he
      apply Int.even_iff.mpr
      omega
    have hc := cycle_eq (cycle^[m] r)
    rw [ih] at hc
    rw [Function.iterate_succ_apply']
    split_ifs at hc with h
    · rw [hc]
      refine Prod.ext ?_ rfl
      change r.1.1 + 2 * (m : ℤ) + 2 = r.1.1 + 2 * ((m + 1 : ℕ) : ℤ)
      push_cast
      ring
    · exact (h ⟨hev, rfl⟩).elim
```

## Hopping pulses

A wavefunction is any function `Site → ℂ`, with no normalisation or square-summability required. `hop` is the Hamiltonian divided by the hopping strength; it vanishes on a site without a partner. `pulse` is the explicit solution above, with initial state `ψ`.

```lean
/-- For a bond vector `b` joining sites of opposite parity, the hopping Hamiltonian of one step, in
units of the hopping strength. -/
def hop (b : ℤ × ℤ) (ψ : Site → ℂ) (r : Site) : ℂ :=
  if step b r = r then 0 else ψ (step b r)

/-- For a bond vector `b` joining sites of opposite parity, the wavefunction after a hopping pulse
of area `θ` (hopping strength times time). -/
noncomputable def pulse (b : ℤ × ℤ) (θ : ℝ) (ψ : Site → ℂ) (r : Site) : ℂ :=
  if step b r = r then ψ r
  else (Real.cos θ : ℂ) * ψ r - Complex.I * (Real.sin θ : ℂ) * ψ (step b r)
```

The next theorem verifies the Schrödinger equation site by site. `step_step` identifies the partner's partner as the original site, and the remaining identity is $i^2=-1$.

```lean
/-- The pulse solves the Schrödinger equation of the hopping Hamiltonian at every site. -/
theorem pulse_schrodinger (a b : ℤ) (hab : Odd (a + b)) (ψ : Site → ℂ) (r : Site) (θ : ℝ) :
    HasDerivAt (fun t : ℝ => pulse (a, b) t ψ r)
      (-Complex.I * hop (a, b) (pulse (a, b) θ ψ) r) θ := by
  by_cases h : step (a, b) r = r
  · simp only [pulse, hop, if_pos h, mul_zero]
    exact hasDerivAt_const _ _
  · have h' : ¬ step (a, b) (step (a, b) r) = step (a, b) r := by
      rw [step_step a b hab]
      exact fun e => h e.symm
    have hf : (fun t : ℝ => pulse (a, b) t ψ r) = fun t : ℝ =>
        (Real.cos t : ℂ) * ψ r - Complex.I * (Real.sin t : ℂ) * ψ (step (a, b) r) := by
      funext t
      unfold pulse
      rw [if_neg h]
    have hh : hop (a, b) (pulse (a, b) θ ψ) r =
        (Real.cos θ : ℂ) * ψ (step (a, b) r) - Complex.I * (Real.sin θ : ℂ) * ψ r := by
      unfold hop pulse
      rw [if_neg h, if_neg h', step_step a b hab]
    rw [hf, hh]
    have hc := (Real.hasDerivAt_cos θ).ofReal_comp
    have hs := (Real.hasDerivAt_sin θ).ofReal_comp
    refine ((hc.mul_const (ψ r)).fun_sub
      ((hs.const_mul Complex.I).mul_const (ψ (step (a, b) r)))).congr_deriv ?_
    rw [Complex.ofReal_neg]
    linear_combination (-(Real.sin θ : ℂ) * ψ r) * Complex.I_sq
```

Setting $\theta=\pi/2$ gives complete transfer.

```lean
/-- A pulse of area `π/2` carries the whole amplitude to the partner site with phase `-i`,
and leaves it unchanged where the partner is absent. -/
theorem perfect_transfer (a b : ℤ) (hab : Odd (a + b)) (ψ : Site → ℂ) (r : Site) :
    pulse (a, b) (Real.pi / 2) ψ (step (a, b) r) =
      (if step (a, b) r = r then 1 else -Complex.I) * ψ r := by
  by_cases h : step (a, b) r = r
  · rw [if_pos h, one_mul, h]
    unfold pulse
    rw [if_pos h]
  · have h' : ¬ step (a, b) (step (a, b) r) = step (a, b) r := by
      rw [step_step a b hab]
      exact fun e => h e.symm
    rw [if_neg h]
    unfold pulse
    rw [if_neg h', step_step a b hab, Real.cos_pi_div_two, Real.sin_pi_div_two]
    push_cast
    ring
```

## The Floquet operator

```lean
/-- The Floquet operator: four successive hopping pulses of area `π/2`. -/
noncomputable def floquet (ψ : Site → ℂ) : Site → ℂ :=
  pulse (0, -1) (Real.pi / 2) (pulse (-1, 0) (Real.pi / 2)
    (pulse (0, 1) (Real.pi / 2) (pulse (1, 0) (Real.pi / 2) ψ)))
```

The final theorem evaluates the new wavefunction at the place where each site has been carried. Applying `perfect_transfer` four times, from the last pulse back to the first, produces a product of phases. The facts `n0` to `n3` record which steps moved the site: two on the even edge sites, four elsewhere.

```lean
/-- The Floquet operator carries each amplitude along the site motion `cycle`, with a factor
`-1` for even edge sites and `1` for all others. -/
theorem floquet_cycle (ψ : Site → ℂ) (r : Site) :
    floquet ψ (cycle r) = if Even (r.1.1 + r.1.2) ∧ r.1.2 = 0 then -ψ r else ψ r := by
  have hr : 0 ≤ r.1.2 := r.2
  unfold floquet cycle
  rw [perfect_transfer 0 (-1) (by decide), perfect_transfer (-1) 0 (by decide),
    perfect_transfer 0 1 (by decide), perfect_transfer 1 0 (by decide)]
  have h0 := step_cases 1 0 r
  generalize step (1, 0) r = s1 at h0 ⊢
  have h1 := step_cases 0 1 s1
  generalize step (0, 1) s1 = s2 at h1 ⊢
  have h2 := step_cases (-1) 0 s2
  generalize step (-1, 0) s2 = s3 at h2 ⊢
  have h3 := step_cases 0 (-1) s3
  generalize step (0, -1) s3 = s4 at h3 ⊢
  by_cases he : Even (r.1.1 + r.1.2) ∧ r.1.2 = 0
  · -- an even edge site is moved only by the two horizontal pulses
    have hx := Int.even_iff.mp he.1
    have hy := he.2
    have n0 : ¬ s1 = r := by rw [site_ext_iff]; omega
    have n1 : s2 = s1 := by rw [site_ext_iff]; omega
    have n2 : ¬ s3 = s2 := by rw [site_ext_iff]; omega
    have n3 : s4 = s3 := by rw [site_ext_iff]; omega
    rw [if_pos he, if_neg n0, if_pos n1, if_neg n2, if_pos n3]
    linear_combination ψ r * Complex.I_sq
  · -- elsewhere all four pulses act and the phases multiply to one
    have hb : ¬ ((r.1.1 + r.1.2) % 2 = 0 ∧ r.1.2 = 0) :=
      fun h => he ⟨Int.even_iff.mpr h.1, h.2⟩
    have n0 : ¬ s1 = r := by rw [site_ext_iff]; omega
    have n1 : ¬ s2 = s1 := by rw [site_ext_iff]; omega
    have n2 : ¬ s3 = s2 := by rw [site_ext_iff]; omega
    have n3 : ¬ s4 = s3 := by rw [site_ext_iff]; omega
    rw [if_neg he, if_neg n0, if_neg n1, if_neg n2, if_neg n3]
    linear_combination (ψ r * (Complex.I ^ 2 - 1)) * Complex.I_sq

end RudnerPerfectTransfer
```

```lean
#print axioms RudnerPerfectTransfer.edge_drift
#print axioms RudnerPerfectTransfer.pulse_schrodinger
#print axioms RudnerPerfectTransfer.floquet_cycle
```

```
'RudnerPerfectTransfer.edge_drift' depends on axioms: [propext, Classical.choice, Quot.sound]
'RudnerPerfectTransfer.pulse_schrodinger' depends on axioms: [propext, Classical.choice, Quot.sound]
'RudnerPerfectTransfer.floquet_cycle' depends on axioms: [propext, Classical.choice, Quot.sound]
```
